# A symmetry-compatible reference block extends to exactly one covariant block field on a transitive set of bond directions

Let a mirror $M$ be a symmetry of the system that leaves both atoms of a bond in place, and let the bond join an orbital that $M$ leaves unchanged to one whose sign $M$ flips, with hopping $t$. The identity and $M$ both carry the bond to itself, but they turn the hopping into $t$ and $-t$, so the bond has a well-defined hopping only if $t=0$.

In Lean 4 with Mathlib:

```lean
import Mathlib

open Matrix

namespace SlaterKosterBlocks

noncomputable section

section General

variable {G X K m n : Type*} [Group G] [MulAction G X] [CommRing K]
  [Fintype m] [DecidableEq m] [Fintype n] [DecidableEq n]

/-- The reference block `V` is compatible with every symmetry that fixes the bond
direction `x0`. -/
def IsBondInvariant (D1 : G →* Matrix m m K) (D2 : G →* Matrix n n K) (x0 : X)
    (V : Matrix m n K) : Prop :=
  ∀ h : G, h • x0 = x0 → D1 h * V = V * D2 h

/-- A field of hopping blocks is covariant if turning the bond transforms the block by the
orbital representations of the two atoms. -/
def IsCovariant (D1 : G →* Matrix m m K) (D2 : G →* Matrix n n K)
    (B : X → Matrix m n K) : Prop :=
  ∀ (g : G) (x : X), B (g • x) = D1 g * B x * D2 g⁻¹

variable {D1 : G →* Matrix m m K} {D2 : G →* Matrix n n K}

/-- For a reference block compatible with the symmetries of its bond, two frames that carry the bond
to the same direction give the same hopping block. -/
theorem frame_independent {x0 : X} {V : Matrix m n K} (hV : IsBondInvariant D1 D2 x0 V)
    {g k : G} (hgk : g • x0 = k • x0) :
    D1 g * V * D2 g⁻¹ = D1 k * V * D2 k⁻¹ := by
  -- the frames differ by an element of the stabilizer
  have hfix : (k⁻¹ * g) • x0 = x0 := by rw [mul_smul, hgk, inv_smul_smul]
  have h1 : D1 g = D1 k * D1 (k⁻¹ * g) := by rw [← map_mul, mul_inv_cancel_left]
  have h2 : D2 (k⁻¹ * g) * D2 g⁻¹ = D2 k⁻¹ := by rw [← map_mul, mul_inv_cancel_right]
  calc D1 g * V * D2 g⁻¹ = D1 k * (D1 (k⁻¹ * g) * V) * D2 g⁻¹ := by
        rw [h1, Matrix.mul_assoc (D1 k)]
    _ = D1 k * V * (D2 (k⁻¹ * g) * D2 g⁻¹) := by
        rw [hV _ hfix]; simp only [Matrix.mul_assoc]
    _ = D1 k * V * D2 k⁻¹ := by rw [h2]

/-- If the group can carry any direction to any other, a reference block compatible with the
symmetries of its bond extends to exactly one field of blocks given by rotating the reference bond,
and this field is covariant. -/
theorem exists_unique_block_field [MulAction.IsPretransitive G X] {x0 : X}
    {V : Matrix m n K} (hV : IsBondInvariant D1 D2 x0 V) :
    ∃ B : X → Matrix m n K, (∀ g : G, B (g • x0) = D1 g * V * D2 g⁻¹) ∧
      IsCovariant D1 D2 B ∧
      ∀ B' : X → Matrix m n K, (∀ g : G, B' (g • x0) = D1 g * V * D2 g⁻¹) → B' = B := by
  -- any choice of frames will do
  obtain ⟨B, hB⟩ : ∃ B : X → Matrix m n K, ∀ g : G, B (g • x0) = D1 g * V * D2 g⁻¹ := by
    choose f hf using fun x : X => MulAction.exists_smul_eq G x0 x
    exact ⟨fun x => D1 (f x) * V * D2 (f x)⁻¹, fun g => frame_independent hV (hf _)⟩
  refine ⟨B, hB, ?_, ?_⟩
  · intro k x
    obtain ⟨a, rfl⟩ := MulAction.exists_smul_eq G x0 x
    rw [← mul_smul, hB, hB]
    simp only [map_mul, _root_.mul_inv_rev, Matrix.mul_assoc]
  · intro B' hB'
    funext x
    obtain ⟨a, rfl⟩ := MulAction.exists_smul_eq G x0 x
    rw [hB, hB']

/-- The value of a covariant field at any direction is compatible with the symmetries
that fix this direction. -/
theorem IsCovariant.bondInvariant {B : X → Matrix m n K} (hB : IsCovariant D1 D2 B)
    (x0 : X) : IsBondInvariant D1 D2 x0 (B x0) := by
  intro h hx
  have hc := hB h x0
  rw [hx] at hc
  have hi : D2 h⁻¹ * D2 h = 1 := by rw [← map_mul, inv_mul_cancel, map_one]
  calc D1 h * B x0 = D1 h * B x0 * (D2 h⁻¹ * D2 h) := by rw [hi, Matrix.mul_one]
    _ = (D1 h * B x0 * D2 h⁻¹) * D2 h := by simp only [Matrix.mul_assoc]
    _ = B x0 * D2 h := by rw [← hc]

end General

/-- The group of rotations and reflections of space. -/
abbrev O3 : Type := Matrix.orthogonalGroup (Fin 3) ℝ

/-- A bond direction: a unit vector in space. -/
@[ext] structure Direction where
  /-- The Cartesian components (direction cosines). -/
  vec : Fin 3 → ℝ
  /-- The vector has length one. -/
  unit : vec ⬝ᵥ vec = 1

/-- The transpose of an orthogonal matrix is its left inverse. -/
theorem transpose_mul_self (g : O3) : g.1ᵀ * g.1 = 1 := by
  have h := Matrix.mem_unitaryGroup_iff'.mp g.2
  rwa [Matrix.star_eq_conjTranspose, Matrix.conjTranspose_eq_transpose_of_trivial] at h

/-- Rotations and reflections act on bond directions. -/
instance : MulAction O3 Direction where
  smul g d := ⟨g.1 *ᵥ d.vec, by
    rw [Matrix.dotProduct_mulVec, ← Matrix.mulVec_transpose, Matrix.mulVec_mulVec,
      transpose_mul_self, Matrix.one_mulVec]
    exact d.unit⟩
  one_smul d := Direction.ext (Matrix.one_mulVec d.vec)
  mul_smul g k d := Direction.ext (Matrix.mulVec_mulVec d.vec g.1 k.1).symm

/-- A matrix with `A Aᵀ = 1`, as an element of the orthogonal group. -/
def ofMatrix (A : Matrix (Fin 3) (Fin 3) ℝ) (h : A * Aᵀ = 1) : O3 :=
  ⟨A, Matrix.mem_unitaryGroup_iff.mpr (by
    rwa [Matrix.star_eq_conjTranspose, Matrix.conjTranspose_eq_transpose_of_trivial])⟩

/-- Any bond direction can be carried to any other by a rotation or reflection. -/
instance : MulAction.IsPretransitive O3 Direction where
  exists_smul_eq x y := by
    by_cases hxy : x = y
    · exact ⟨1, by rw [one_smul, hxy]⟩
    obtain ⟨w, hw⟩ : ∃ w, w = x.vec - y.vec := ⟨_, rfl⟩
    have hs : w ⬝ᵥ w = 2 * (w ⬝ᵥ x.vec) := by
      rw [hw, dotProduct_sub, sub_dotProduct, sub_dotProduct, x.unit, y.unit,
        dotProduct_comm y.vec x.vec]
      ring
    have hne : w ⬝ᵥ x.vec ≠ 0 := by
      intro h0
      rw [h0, mul_zero, dotProduct_self_eq_zero, hw, sub_eq_zero] at hs
      exact hxy (Direction.ext hs)
    -- the Householder reflection that exchanges the two directions
    obtain ⟨c, hc⟩ : ∃ c : ℝ, c * (w ⬝ᵥ x.vec) = 1 := ⟨_, inv_mul_cancel₀ hne⟩
    have hT : (vecMulVec w w)ᵀ = vecMulVec w w := by
      ext i j
      simp only [Matrix.transpose_apply, Matrix.vecMulVec_apply]
      ring
    have hP : vecMulVec w w * vecMulVec w w = (w ⬝ᵥ w) • vecMulVec w w := by
      ext i j
      simp only [Matrix.mul_apply, Matrix.vecMulVec_apply, Matrix.smul_apply, dotProduct,
        Fin.sum_univ_three, smul_eq_mul]
      ring
    have hPx : vecMulVec w w *ᵥ x.vec = (w ⬝ᵥ x.vec) • w := by
      ext i
      simp only [Matrix.mulVec, Matrix.vecMulVec_apply, Pi.smul_apply, dotProduct,
        Fin.sum_univ_three, smul_eq_mul]
      ring
    refine ⟨ofMatrix (1 - c • vecMulVec w w) ?_, Direction.ext ?_⟩
    · rw [Matrix.transpose_sub, Matrix.transpose_one, Matrix.transpose_smul, hT]
      have hz : c * (c * (w ⬝ᵥ w) - 2) = 0 := by rw [hs]; linear_combination 2 * c * hc
      calc (1 - c • vecMulVec w w) * (1 - c • vecMulVec w w)
          = 1 + (c * (c * (w ⬝ᵥ w) - 2)) • vecMulVec w w := by
            simp only [sub_mul, mul_sub, one_mul, mul_one, smul_mul_assoc,
              mul_smul_comm, hP]
            module
        _ = 1 := by rw [hz, zero_smul, add_zero]
    · change (1 - c • vecMulVec w w) *ᵥ x.vec = y.vec
      rw [Matrix.sub_mulVec, Matrix.one_mulVec, Matrix.smul_mulVec, hPx, smul_smul, hc,
        one_smul, hw, sub_sub_cancel]

/-- The representation carried by the three p orbitals: they transform as a vector. -/
def vecRep : O3 →* Matrix (Fin 3) (Fin 3) ℝ := (Matrix.orthogonalGroup (Fin 3) ℝ).subtype

/-- The direction of the z axis. -/
def zAxis : Direction := ⟨![0, 0, 1], by simp [dotProduct, Fin.sum_univ_three]⟩

/-- The Slater-Koster p-p block `σ d dᵀ + π (1 - d dᵀ)` for a bond along `d`. -/
def ppBlock (σ π : ℝ) (d : Direction) : Matrix (Fin 3) (Fin 3) ℝ :=
  σ • vecMulVec d.vec d.vec + π • (1 - vecMulVec d.vec d.vec)

/-- For a bond along z the p-p block is diagonal with entries `π, π, σ`. -/
theorem ppBlock_zAxis (σ π : ℝ) : ppBlock σ π zAxis = !![π, 0, 0; 0, π, 0; 0, 0, σ] := by
  ext i j
  fin_cases i <;> fin_cases j <;> simp [ppBlock, zAxis]

/-- The Slater-Koster p-p block is covariant under all rotations and reflections. -/
theorem ppBlock_covariant (σ π : ℝ) : IsCovariant vecRep vecRep (ppBlock σ π) := by
  intro g d
  have hinv : vecRep g⁻¹ = g.1ᵀ :=
    (left_inv_eq_right_inv (transpose_mul_self g)
      (congrArg Subtype.val (mul_inv_cancel g))).symm
  have hgg : g.1 * g.1ᵀ = 1 := mul_eq_one_comm.mp (transpose_mul_self g)
  have hP : vecMulVec (g.1 *ᵥ d.vec) (g.1 *ᵥ d.vec)
      = g.1 * vecMulVec d.vec d.vec * g.1ᵀ := by
    ext i j
    simp only [Matrix.mul_apply, Matrix.vecMulVec_apply, Matrix.mulVec, dotProduct,
      Matrix.transpose_apply, Fin.sum_univ_three]
    ring
  rw [hinv]
  change σ • vecMulVec (g.1 *ᵥ d.vec) (g.1 *ᵥ d.vec)
      + π • (1 - vecMulVec (g.1 *ᵥ d.vec) (g.1 *ᵥ d.vec))
    = g.1 * (σ • vecMulVec d.vec d.vec + π • (1 - vecMulVec d.vec d.vec)) * g.1ᵀ
  rw [hP]
  simp only [mul_add, add_mul, mul_sub, sub_mul, mul_smul_comm, smul_mul_assoc, mul_one, hgg]

/-- The diagonal block with entries `π, π, σ` is compatible with every rotation and
reflection that fixes the z axis. -/
theorem bondInvariant_witness (σ π : ℝ) :
    IsBondInvariant vecRep vecRep zAxis !![π, 0, 0; 0, π, 0; 0, 0, σ] := by
  rw [← ppBlock_zAxis]
  exact (ppBlock_covariant σ π).bondInvariant zAxis

/-- A field of p-p hopping blocks is covariant exactly when it has the Slater-Koster form
with two constants `σ` and `π`. -/
theorem covariant_iff_ppBlock (B : Direction → Matrix (Fin 3) (Fin 3) ℝ) :
    IsCovariant vecRep vecRep B ↔ ∃ σ π : ℝ, B = ppBlock σ π := by
  refine ⟨fun hB => ?_, fun ⟨σ, π, h⟩ => h ▸ ppBlock_covariant σ π⟩
  have key : ∀ A : Matrix (Fin 3) (Fin 3) ℝ, A * Aᵀ = 1 →
      A *ᵥ ![0, 0, 1] = ![0, 0, 1] → A * B zAxis = B zAxis * A := fun A hA hz =>
    hB.bondInvariant zAxis (ofMatrix A hA) (Direction.ext hz)
  -- two mirrors and the exchange of x and y fix the z axis
  have h1 := key !![-1, 0, 0; 0, 1, 0; 0, 0, 1]
    (by ext i j; fin_cases i <;> fin_cases j <;> simp [Matrix.mul_apply, Fin.sum_univ_three])
    (by ext i; fin_cases i <;> simp [Matrix.mulVec, dotProduct, Fin.sum_univ_three])
  have h2 := key !![1, 0, 0; 0, -1, 0; 0, 0, 1]
    (by ext i j; fin_cases i <;> fin_cases j <;> simp [Matrix.mul_apply, Fin.sum_univ_three])
    (by ext i; fin_cases i <;> simp [Matrix.mulVec, dotProduct, Fin.sum_univ_three])
  have h3 := key !![0, 1, 0; 1, 0, 0; 0, 0, 1]
    (by ext i j; fin_cases i <;> fin_cases j <;> simp [Matrix.mul_apply, Fin.sum_univ_three])
    (by ext i; fin_cases i <;> simp [Matrix.mulVec, dotProduct, Fin.sum_univ_three])
  have hz : B zAxis = ppBlock (B zAxis 2 2) (B zAxis 0 0) zAxis := by
    rw [ppBlock_zAxis]
    generalize B zAxis = V at h1 h2 h3 ⊢
    have e01 := congrFun (congrFun h1 0) 1
    have e02 := congrFun (congrFun h1 0) 2
    have e10 := congrFun (congrFun h1 1) 0
    have e20 := congrFun (congrFun h1 2) 0
    have e12 := congrFun (congrFun h2 1) 2
    have e21 := congrFun (congrFun h2 2) 1
    have e11 := congrFun (congrFun h3 0) 1
    simp [Matrix.mul_apply, Fin.sum_univ_three] at e01 e02 e10 e20 e12 e21 e11
    ext i j
    fin_cases i <;> fin_cases j <;> simp <;> linarith
  -- covariance carries the equality from the z axis to every direction
  refine ⟨B zAxis 2 2, B zAxis 0 0, funext fun d => ?_⟩
  obtain ⟨g, rfl⟩ := MulAction.exists_smul_eq O3 zAxis d
  rw [hB g zAxis, ppBlock_covariant _ _ g zAxis, ← hz]

end

end SlaterKosterBlocks
```

```lean
#print axioms SlaterKosterBlocks.exists_unique_block_field
-- 'SlaterKosterBlocks.exists_unique_block_field' depends on axioms: [propext, Classical.choice, Quot.sound]
#print axioms SlaterKosterBlocks.covariant_iff_ppBlock
-- 'SlaterKosterBlocks.covariant_iff_ppBlock' depends on axioms: [propext, Classical.choice, Quot.sound]
```

## Two frames, one block

In general, a group $G$ acts on a set $X$ of bond directions, and $D_1$, $D_2$ are the matrix representations carried by the orbitals on the two atoms. A hopping block has rows for the first atom's orbitals and columns for the second's. Let $V$ be the block of a reference bond $x_0$, and suppose that

$$D_1(h)V=VD_2(h)\quad\text{whenever } hx_0=x_0 .$$

To obtain the block in another direction, choose a frame, that is, an element $g$ that carries $x_0$ there, and form $D_1(g)VD_2(g^{-1})$. If $k$ carries $x_0$ to the same direction, then $h=k^{-1}g$ fixes $x_0$, and

$$\begin{aligned}
D_1(g)VD_2(g^{-1}) &= D_1(k)D_1(h)VD_2(g^{-1})\\
&= D_1(k)VD_2(h)D_2(g^{-1})\\
&= D_1(k)VD_2(k^{-1}),
\end{aligned}$$

because $hg^{-1}=k^{-1}$. The leftover freedom to turn about the bond, which a choice of Euler angles would settle, has no effect on the block. This is `frame_independent`.

If the action is transitive, every direction has a frame, so the formula defines a field $B$ on all of $X$. It also leaves no other value for $B$ anywhere, which gives uniqueness. For $x=ax_0$, the product rule gives

$$B(kx)=D_1(ka)VD_2(a^{-1}k^{-1})=D_1(k)B(x)D_2(k^{-1}),$$

so $B$ is covariant. Taking $g=1$ in the formula gives $B(x_0)=V$. Any covariant field with this value at $x_0$ obeys the formula, so it equals $B$. In `exists_unique_block_field`, `choose` picks one frame per direction, and `frame_independent` shows that the resulting field obeys the formula for every frame.

Conversely, if $B$ is covariant and $hx=x$, then $B(x)=D_1(h)B(x)D_2(h^{-1})$. Multiplying on the right by $D_2(h)$ gives the compatibility condition at $x$, which is `IsCovariant.bondInvariant`.

The opening example shows what fails without compatibility: for $t\neq0$, no field can satisfy the formula for both the identity and $M$.

## What the definitions say about orbitals

`IsBondInvariant` is the condition on $V$, and `IsCovariant` is the transformation law. For the full group of rotations and reflections, the law expresses a physical assumption: the hopping depends only on two spherically symmetric atoms and the bond between them, so turning the bond and the orbitals together changes nothing. Neighbouring atoms that distort the bond's environment are then left out. If $G$ contains only symmetries of the surroundings as well, the law can hold with those neighbours included.

The representations are homomorphisms `G →* Matrix m m K` and `G →* Matrix n n K`, with finite orbital sets and entries in a commutative ring. The proofs do not require them to be unitary. If the block consists of matrix elements $\langle i|H|j\rangle$ between orbitals, however, the law with $D_1(g)$ on the left is the physical one when $D_1$ is unitary, as it is for orthonormal orbitals on the first atom. `MulAction.IsPretransitive` says that any direction can be carried to any other.

In the concrete model, `O3` is the group of real orthogonal $3\times3$ matrices, including reflections, and a `Direction` is a real vector with $d\cdot d=1$. Both atoms carry three real p orbitals in the order $x,y,z$, numbered 0, 1, 2. These transform as a vector, so `vecRep` sends each group element to its own matrix.

## Why p–p blocks have two constants

The p–p block is

$$B(d)=\sigma\,dd^{\mathsf T}+\pi\,(1-dd^{\mathsf T}),$$

where $\sigma$ is the hopping between p orbitals pointing along the bond and $\pi$ the hopping between parallel p orbitals perpendicular to it; here $\pi$ is a parameter, not the number. Both are arbitrary real constants for a fixed pair of species and a fixed bond length.

Transitivity comes from a Householder reflection. For distinct unit vectors $x,y$, put $w=x-y$. Then $w\cdot w=2-2x\cdot y=2\,w\cdot x\neq0$. With $c=1/(w\cdot x)$ and $H=1-c\,ww^{\mathsf T}$,

$$Hx=x-w=y,\qquad H^2=1+c\,(c\,w\cdot w-2)\,ww^{\mathsf T}=1 .$$

Since $H$ is symmetric, it is orthogonal. If $x=y$, the identity suffices.

The block is covariant because $(gd)(gd)^{\mathsf T}=g\,dd^{\mathsf T}g^{\mathsf T}$ and $gg^{\mathsf T}=1$; this is `ppBlock_covariant`. Along $z$ the block is $\mathrm{diag}(\pi,\pi,\sigma)$. The converse result then shows that this matrix is compatible with every rotation and reflection that leaves the direction $\hat z$ unchanged, as `bondInvariant_witness` states.

The theorem `covariant_iff_ppBlock` adds that no other covariant p–p fields exist. Let $V=B(\hat z)$, which commutes with every orthogonal matrix fixing $\hat z$. Three such matrices are enough:

- The mirror $x\to-x$ gives $V_{01}=V_{02}=V_{10}=V_{20}=0$.
- The mirror $y\to-y$ gives $V_{12}=V_{21}=0$.
- The exchange of $x$ and $y$ gives $V_{00}=V_{11}$.

Hence $V=\mathrm{diag}(\pi,\pi,\sigma)$ with $\pi=V_{00}$ and $\sigma=V_{22}$. In the code, `key` supplies the commutation relations, the equations `e01` to `e11` are their matrix entries, and `linarith` solves them. Covariance then carries the equality from $\hat z$ to every direction.

The mirrors matter here. Let $[d]_\times$ be the matrix with $[d]_\times v=d\times v$. For orthogonal $R$, $R[d]_\times R^{\mathsf T}=\det(R)\,[Rd]_\times$, so this antisymmetric field is covariant under proper rotations but not under reflections. With rotations alone, the two-constant form would fail.

## Use in tight-binding models

In a two-centre tight-binding model with a fixed bond length, a block specified along one reference bond, and compatible with the symmetries of that bond, can be turned into any other direction with whatever frame is convenient. The general theorem applies to other orbital sets once their representations and a compatible $V$ are supplied, but the explicit Slater–Koster form is derived only for p–p blocks. The values of $\sigma$ and $\pi$ and their dependence on distance are left to the model. Hermiticity of the Hamiltonian, which is not used here, makes the block with the two atoms exchanged the conjugate transpose of the original one.
